# In one dimension, a stationary state of a continuous Hermitian kernel on [a,b] has equal flux at a and b

The flux is compared at $a$ and $b$, the two points where an ordinary two-sided derivative would require the wave function to be known outside the interval. The model therefore uses derivatives taken within $[a,b]$, which are one-sided at the ends when $a<b$. The wave function `ψ` and its slope `dψ` are separate functions from `ℝ` to `ℂ`, tied together only on $[a,b]$, and their values elsewhere play no role.

```lean
import Mathlib

open MeasureTheory Set ComplexConjugate

namespace NonlocalFlux
```

## A wave equation closed on the interval

Let $K(x,y)$ be the kernel of the nonlocal potential, $V(x)$ a local potential and $E$ the energy. With

$$N(x)=\int_a^b K(x,y)\,\psi(y)\,dy ,$$

the stationary equation on $[a,b]$ is

$$\psi''(x)=V(x)\psi(x)+N(x)-E\psi(x).$$

Here $V$, $K$ and $E$ stand for the physical quantities multiplied by $2m/\hbar^2$. In Lean, $N$ is `nonlocalTerm`, with `Icc a b` denoting the closed interval.

```lean
/-- The action of a nonlocal potential with kernel `K` on the wave function `ψ` over `[a, b]`. -/
noncomputable def nonlocalTerm (K : ℝ → ℝ → ℂ) (a b : ℝ) (ψ : ℝ → ℂ) (x : ℝ) : ℂ :=
  ∫ y in Icc a b, K x y * ψ y
```

The structure `IsStationary` contains the equation as two derivative relations: `slope` says that $\psi'$ is `dψ`, and `schrodinger` gives the derivative of `dψ`. A $C^2$ solution satisfies both with `dψ` equal to $\psi'$. There are no boundary conditions or normalisation, so scattering states are allowed. The second relation must hold at every point of $[a,b]$. With a continuous kernel this excludes a square barrier with an edge inside the interval, unless $\psi$ vanishes at the edge: the right-hand side would jump there, and a derivative cannot have a jump. For such a barrier $\psi$ and $\psi'$ are still continuous across the edge, so by hand the flux balance below can be integrated on each side of it and added.

```lean
/-- `ψ`, with slope `dψ`, solves `ψ'' = V ψ + ∫ K(x,y) ψ(y) dy - E ψ` on `[a, b]`, for a real
local potential `V`, a nonlocal kernel `K` and a real energy `E`. -/
structure IsStationary (V : ℝ → ℝ) (K : ℝ → ℝ → ℂ) (E a b : ℝ) (ψ dψ : ℝ → ℂ) : Prop where
  slope : ∀ x ∈ Icc a b, HasDerivWithinAt ψ (dψ x) (Icc a b) x
  schrodinger : ∀ x ∈ Icc a b, HasDerivWithinAt dψ
    ((V x : ℂ) * ψ x + nonlocalTerm K a b ψ x - (E : ℂ) * ψ x) (Icc a b) x
```

The physical content of this hypothesis is that the particle at $x\in[a,b]$ is coupled only to points of the same interval. If the kernel also reached outside, amplitude could be exchanged with the exterior without passing through $a$ or $b$, and the two fluxes could differ.

The flux and its local source are

$$J(x)=\operatorname{Im}\bigl(\overline{\psi(x)}\,\psi'(x)\bigr),\qquad S(x)=\operatorname{Im}\bigl(\overline{\psi(x)}\,N(x)\bigr).$$

Where only a local potential acts, $(\hbar/m)J$ is the physical probability current. Where the kernel acts, it is only the part of the current due to the kinetic energy: the nonlocal potential also moves probability between distant points, so $J$ by itself need not be constant in a stationary state.

```lean
/-- The probability flux `Im (conj ψ · ψ')`, in units where `ħ/m = 1`. -/
noncomputable def flux (ψ dψ : ℝ → ℂ) (x : ℝ) : ℝ := (conj (ψ x) * dψ x).im

/-- The local source of flux, `Im (conj ψ(x) ∫ K(x,y) ψ(y) dy)`. -/
noncomputable def source (K : ℝ → ℝ → ℂ) (a b : ℝ) (ψ : ℝ → ℂ) (x : ℝ) : ℝ :=
  (conj (ψ x) * nonlocalTerm K a b ψ x).im
```

## Real local potential and real energy

A real $V$ neither absorbs nor emits particles, and a real $E$ means that the state's density does not grow or decay in time. Both enter when the flux is differentiated:

$$J'=\operatorname{Im}\bigl(\overline{\psi'}\psi'+\overline{\psi}\,\psi''\bigr)
=\operatorname{Im}|\psi'|^2+(V-E)\operatorname{Im}|\psi|^2+\operatorname{Im}(\overline\psi N)=S.$$

The first two terms vanish because $|\psi'|^2$ and $|\psi|^2$ are real and $V-E$ is a real factor. With complex $V$ or $E$, the term $\operatorname{Im}(V-E)\,|\psi|^2$ would remain, as it does for an absorbing potential.

In Lean the reality is part of the types, `V : ℝ → ℝ` and `E : ℝ`. The proof of `flux_hasDeriv` writes $J=\operatorname{Re}\psi\,\operatorname{Im}\psi'-\operatorname{Im}\psi\,\operatorname{Re}\psi'$, applies the product rule to these real functions, and lets `ring` carry out the cancellation.

```lean
variable {V : ℝ → ℝ} {K : ℝ → ℝ → ℂ} {E a b : ℝ} {ψ dψ : ℝ → ℂ}

/-- The derivative of the flux of a stationary state is the source due to the nonlocal
potential. -/
theorem flux_hasDeriv (h : IsStationary V K E a b ψ dψ) {x : ℝ} (hx : x ∈ Icc a b) :
    HasDerivWithinAt (flux ψ dψ) (source K a b ψ x) (Icc a b) x := by
  have h1 := h.slope x hx
  have h2 := h.schrodinger x hx
  have re : ∀ {f : ℝ → ℂ} {f' : ℂ}, HasDerivWithinAt f f' (Icc a b) x →
      HasDerivWithinAt (fun t => (f t).re) f'.re (Icc a b) x :=
    fun hf => Complex.reCLM.hasFDerivAt.comp_hasDerivWithinAt x hf
  have im : ∀ {f : ℝ → ℂ} {f' : ℂ}, HasDerivWithinAt f f' (Icc a b) x →
      HasDerivWithinAt (fun t => (f t).im) f'.im (Icc a b) x :=
    fun hf => Complex.imCLM.hasFDerivAt.comp_hasDerivWithinAt x hf
  have hf : flux ψ dψ = fun t => (ψ t).re * (dψ t).im - (ψ t).im * (dψ t).re := by
    funext t
    simp only [flux, Complex.mul_im, Complex.conj_re, Complex.conj_im]
    ring
  rw [hf]
  -- the real local potential and the real energy cancel
  refine (((re h1).mul (im h2)).sub ((im h1).mul (re h2))).congr_deriv ?_
  simp only [source, Complex.mul_im, Complex.mul_re, Complex.add_re, Complex.add_im,
    Complex.sub_re, Complex.sub_im, Complex.ofReal_re, Complex.ofReal_im,
    Complex.conj_re, Complex.conj_im]
  ring
```

It is at this step that a real symmetric kernel can mislead. One may want to discard $S(x)$ because $K$ is real, as one discards the $V$ term. But

$$S(x)=\int_a^b K(x,y)\operatorname{Im}\bigl(\overline{\psi(x)}\psi(y)\bigr)\,dy$$

compares the phases of $\psi$ at two different points, and it need not vanish at any given $x$.

## Continuity of the kernel

A continuous kernel describes a coupling between points that is bounded on the square $[a,b]^2$ and has no jumps there. A contact term $V(x)\delta(x-y)$ is not of this kind; it belongs in the local potential. By hand, continuity justifies two operations: integrating $J'=S$, and exchanging the order of a double integral.

Since $\psi$ is differentiable within $[a,b]$, it is continuous there. The function

$$F(x,y)=\overline{\psi(x)}\,K(x,y)\,\psi(y)$$

is then continuous on the compact square $[a,b]^2$, and hence integrable. That is `pair_integrable`. The factor $\overline{\psi(x)}$ does not depend on $y$, so it can be moved inside the integral to give $S(x)=\operatorname{Im}\int_a^b F(x,y)\,dy$, which is `source_eq`.

```lean
/-- For a continuous kernel and wave function, `conj ψ(x) K(x,y) ψ(y)` is integrable over the
square `[a, b]²`. -/
theorem pair_integrable (hK : ContinuousOn (fun p : ℝ × ℝ => K p.1 p.2) (Icc a b ×ˢ Icc a b))
    (hψ : ContinuousOn ψ (Icc a b)) :
    Integrable (fun p : ℝ × ℝ => conj (ψ p.1) * (K p.1 p.2 * ψ p.2))
      ((volume.restrict (Icc a b)).prod (volume.restrict (Icc a b))) := by
  rw [Measure.prod_restrict]
  have h1 : ContinuousOn (fun p : ℝ × ℝ => ψ p.1) (Icc a b ×ˢ Icc a b) :=
    hψ.comp continuous_fst.continuousOn (fun p hp => hp.1)
  have h2 : ContinuousOn (fun p : ℝ × ℝ => ψ p.2) (Icc a b ×ˢ Icc a b) :=
    hψ.comp continuous_snd.continuousOn (fun p hp => hp.2)
  exact ((Complex.continuous_conj.comp_continuousOn h1).mul (hK.mul h2)).integrableOn_compact
    (isCompact_Icc.prod isCompact_Icc)

/-- The source is the imaginary part of the integral of `conj ψ(x) K(x,y) ψ(y)` over `y`. -/
theorem source_eq (K : ℝ → ℝ → ℂ) (a b : ℝ) (ψ : ℝ → ℂ) : source K a b ψ =
    fun x => Complex.imCLM (∫ y in Icc a b, conj (ψ x) * (K x y * ψ y)) := by
  funext x
  rw [integral_const_mul]
  rfl
```

Integrability of $F$ makes $S$ integrable, and the fundamental theorem of calculus gives, for $a\le c\le d\le b$,

$$J(d)-J(c)=\int_c^d S(x)\,dx .$$

No symmetry of $K$ has been used so far. In `flux_balance`, the three goals left after applying the fundamental theorem are continuity of $J$ on $[c,d]$, its derivative at interior points, and integrability of the source. At interior points the derivative within $[a,b]$ is an ordinary derivative, so the one-sided relations suffice.

```lean
/-- Flux balance for a stationary state with any continuous kernel: the flux difference between two
points of `[a, b]` is the source integrated between them. -/
theorem flux_balance (hK : ContinuousOn (fun p : ℝ × ℝ => K p.1 p.2) (Icc a b ×ˢ Icc a b))
    (h : IsStationary V K E a b ψ dψ) {c d : ℝ} (hac : a ≤ c) (hcd : c ≤ d) (hdb : d ≤ b) :
    flux ψ dψ d - flux ψ dψ c = ∫ x in Icc c d, source K a b ψ x := by
  have hψ : ContinuousOn ψ (Icc a b) := fun x hx => (h.slope x hx).continuousWithinAt
  have hsub : Icc c d ⊆ Icc a b := Icc_subset_Icc hac hdb
  have hs : IntegrableOn (source K a b ψ) (Icc a b) := by
    rw [source_eq]
    exact Complex.imCLM.integrable_comp (pair_integrable hK hψ).integral_prod_left
  rw [integral_Icc_eq_integral_Ioc, ← intervalIntegral.integral_of_le hcd]
  symm
  apply intervalIntegral.integral_eq_sub_of_hasDerivAt_of_le hcd
  · exact fun x hx => (flux_hasDeriv h (hsub hx)).continuousWithinAt.mono hsub
  · exact fun x hx => (flux_hasDeriv h (hsub (Ioo_subset_Icc_self hx))).hasDerivAt
      (Icc_mem_nhds (lt_of_le_of_lt hac hx.1) (lt_of_lt_of_le hx.2 hdb))
  · exact (intervalIntegrable_iff_integrableOn_Ioc_of_le hcd).2
      (hs.mono_set (Ioc_subset_Icc_self.trans hsub))
```

The argument uses continuity of $K$ only to obtain integrability of $F$. For a singular kernel without that property, the two orders of integration may give different results, and the cancellation below may fail.

## Hermiticity of the kernel

The condition $K(y,x)=\overline{K(x,y)}$ says that the nonlocal potential is a Hermitian operator: what it transfers from $y$ to $x$ is balanced by what it transfers from $x$ to $y$. Let

$$I=\int_a^b\!\int_a^b \overline{\psi(x)}\,K(x,y)\,\psi(y)\,dy\,dx .$$

Conjugating, using Hermiticity, and then exchanging the names and the order of the two integrations gives

$$\overline I=\int_a^b\!\int_a^b \psi(x)\,\overline{K(x,y)}\,\overline{\psi(y)}\,dy\,dx
=\int_a^b\!\int_a^b \overline{\psi(y)}\,K(y,x)\,\psi(x)\,dy\,dx=I .$$

So $I$ is real, and the total source is $\int_a^b S(x)\,dx=\operatorname{Im}I=0$.

The `calc` block in `total_source_zero` has these same three steps: conjugation is taken inside both integrals, `hH` replaces the conjugated kernel, and `integral_integral_swap` exchanges the integrations. The last lines take the imaginary part outside the integral and use the fact that a number equal to its conjugate has zero imaginary part.

```lean
/-- For a continuous Hermitian kernel and a wave function continuous on `[a, b]`, the source
integrates to zero over the whole interval. -/
theorem total_source_zero
    (hK : ContinuousOn (fun p : ℝ × ℝ => K p.1 p.2) (Icc a b ×ˢ Icc a b))
    (hH : ∀ x ∈ Icc a b, ∀ y ∈ Icc a b, K y x = conj (K x y))
    (hψ : ContinuousOn ψ (Icc a b)) : ∫ x in Icc a b, source K a b ψ x = 0 := by
  have hint := pair_integrable hK hψ
  -- the double integral equals its own conjugate, by Hermiticity and exchange of x and y
  have hI : conj (∫ x in Icc a b, ∫ y in Icc a b, conj (ψ x) * (K x y * ψ y)) =
      ∫ x in Icc a b, ∫ y in Icc a b, conj (ψ x) * (K x y * ψ y) := by
    calc conj (∫ x in Icc a b, ∫ y in Icc a b, conj (ψ x) * (K x y * ψ y))
        = ∫ x in Icc a b, ∫ y in Icc a b, conj (conj (ψ x) * (K x y * ψ y)) := by
          rw [← integral_conj]
          congr 1
          funext x
          exact integral_conj.symm
      _ = ∫ x in Icc a b, ∫ y in Icc a b, conj (ψ y) * (K y x * ψ x) := by
          refine setIntegral_congr_fun measurableSet_Icc fun x hx => ?_
          refine setIntegral_congr_fun measurableSet_Icc fun y hy => ?_
          simp only [map_mul, Complex.conj_conj]
          rw [hH x hx y hy]
          ring
      _ = ∫ x in Icc a b, ∫ y in Icc a b, conj (ψ x) * (K x y * ψ y) :=
          (integral_integral_swap (f := fun x y => conj (ψ x) * (K x y * ψ y)) hint).symm
  rw [source_eq, Complex.imCLM.integral_comp_comm hint.integral_prod_left]
  exact Complex.conj_eq_iff_im.1 hI
```

For a complex kernel, symmetry is no substitute for Hermiticity. The constant kernel $K=i$ is symmetric, but its total source is $\bigl|\int_a^b\psi(y)\,dy\bigr|^2$, which is positive unless the integral vanishes.

## Ordered endpoints

The condition `a ≤ b` makes $[a,b]$ a nonempty interval. It is used when the balance is taken with $c=a$ and $d=b$:

$$J(b)-J(a)=\int_a^b S(x)\,dx=0 .$$

For $a=b$ the claim is trivial. For $a>b$ the set `Icc a b` is empty, the equation constrains nothing, and the values at $a$ and $b$ are arbitrary.

In words, `flux_conserved` says that if $a\le b$, $K$ is continuous and Hermitian on the square, and $\psi$ solves the equation with real $V$ and $E$, then $J(a)=J(b)$. The proof combines `flux_balance` with `total_source_zero`.

```lean
/-- Global flux conservation: with a real local potential and a continuous Hermitian nonlocal
kernel, a stationary state has the same flux at both ends of the interval. -/
theorem flux_conserved (hab : a ≤ b)
    (hK : ContinuousOn (fun p : ℝ × ℝ => K p.1 p.2) (Icc a b ×ˢ Icc a b))
    (hH : ∀ x ∈ Icc a b, ∀ y ∈ Icc a b, K y x = conj (K x y))
    (h : IsStationary V K E a b ψ dψ) : flux ψ dψ a = flux ψ dψ b := by
  have h1 := flux_balance hK h le_rfl hab le_rfl
  rw [total_source_zero hK hH fun x hx => (h.slope x hx).continuousWithinAt] at h1
  linarith
```

A real symmetric kernel $k$ is Hermitian once its values are regarded as complex numbers. Setting $V=0$ gives the equation $\psi''=\int_a^b k(x,y)\psi(y)\,dy-E\psi$, for which `flux_conserved_real_symmetric` states the same equality.

```lean
/-- Global flux conservation for a continuous real symmetric kernel without local potential. -/
theorem flux_conserved_real_symmetric {k : ℝ → ℝ → ℝ} (hab : a ≤ b)
    (hk : ContinuousOn (fun p : ℝ × ℝ => k p.1 p.2) (Icc a b ×ˢ Icc a b))
    (hsymm : ∀ x ∈ Icc a b, ∀ y ∈ Icc a b, k y x = k x y)
    (h : IsStationary (fun _ => 0) (fun x y => (k x y : ℂ)) E a b ψ dψ) :
    flux ψ dψ a = flux ψ dψ b :=
  flux_conserved hab (Complex.continuous_ofReal.comp_continuousOn hk)
    (fun x hx y hy => by rw [Complex.conj_ofReal, hsymm x hx y hy]) h
```

Exchange terms and nonlocal pseudopotentials in electronic structure are also Hermitian nonlocal operators; the theorem treats a one-dimensional, single-particle equation with a fixed continuous kernel, where it supports comparing currents at the two ends of the nonlocal region.

## Flux that varies inside the interval

Equality at the ends does not extend to interior points. Take $[a,b]=[-1,1]$, $V=E=0$, $K(x,y)=15xy$ and $\psi(x)=1+ix^3$. In the integral for $N$ the term $y$ is odd and contributes nothing, so

$$N(x)=15x\int_{-1}^{1}\bigl(y+iy^4\bigr)\,dy=15x\cdot\frac{2i}{5}=6ix=\psi''(x).$$

The equation therefore holds. With $\psi'(x)=3ix^2$, the flux is

$$J(x)=\operatorname{Im}\bigl[(1-ix^3)\,3ix^2\bigr]=3x^2 .$$

It equals $3$ at both ends and $0$ in the middle. The source $S(x)=6x$ removes flux on the left half and restores it on the right.

The same state shows what happens when the equation is not closed on the interval considered. Between $0$ and $1$ the flux rises from $0$ to $3$, because points in $[0,1]$ are still coupled to points in $[-1,0]$.

The Lean theorem states that this $\psi$ is stationary and gives the three flux values. Its proof evaluates the nonlocal term from the antiderivative $\tfrac{15}{2}xy^2+3ixy^5$ in $y$, checks the two derivative relations with the power rule, and computes the fluxes by `norm_num`.

```lean
/-- Conservation is only global: for the symmetric kernel `15 x y` on `[-1, 1]`, the wave
`1 + i x³` is stationary at zero energy, with flux `3` at both ends and `0` in the middle. -/
theorem flux_not_locally_conserved_witness :
    let φ : ℝ → ℂ := fun x => 1 + Complex.I * (x : ℂ) ^ 3
    let dφ : ℝ → ℂ := fun x => 3 * Complex.I * (x : ℂ) ^ 2
    IsStationary (fun _ => 0) (fun x y => ((15 * x * y : ℝ) : ℂ)) 0 (-1) 1 φ dφ ∧
      flux φ dφ (-1) = 3 ∧ flux φ dφ 0 = 0 ∧ flux φ dφ 1 = 3 := by
  intro φ dφ
  have hp : ∀ (n : ℕ) (y : ℝ),
      HasDerivAt (fun t : ℝ => (t : ℂ) ^ (n + 1)) (((n : ℂ) + 1) * (y : ℂ) ^ n) y := by
    intro n y
    have h := (hasDerivAt_pow (n + 1) (y : ℂ)).comp_ofReal
    simpa using h
  -- the nonlocal term, from an explicit antiderivative
  have hint : ∀ x : ℝ, nonlocalTerm (fun x y => ((15 * x * y : ℝ) : ℂ)) (-1) 1 φ x =
      6 * Complex.I * (x : ℂ) := by
    intro x
    have hd : ∀ y : ℝ, HasDerivAt
        (fun t : ℝ => 15 * (x : ℂ) / 2 * (t : ℂ) ^ 2 + 3 * (x : ℂ) * Complex.I * (t : ℂ) ^ 5)
        (((15 * x * y : ℝ) : ℂ) * (1 + Complex.I * (y : ℂ) ^ 3)) y := by
      intro y
      refine (((hp 1 y).const_mul (15 * (x : ℂ) / 2)).add
        ((hp 4 y).const_mul (3 * (x : ℂ) * Complex.I))).congr_deriv ?_
      push_cast
      ring
    change ∫ y in Icc (-1 : ℝ) 1,
      ((15 * x * y : ℝ) : ℂ) * (1 + Complex.I * (y : ℂ) ^ 3) = _
    rw [integral_Icc_eq_integral_Ioc, ← intervalIntegral.integral_of_le (by norm_num),
      intervalIntegral.integral_eq_sub_of_hasDerivAt (fun y _ => hd y)
        (Continuous.intervalIntegrable (by fun_prop) _ _)]
    push_cast
    ring
  refine ⟨⟨fun x _ => ?_, fun x _ => ?_⟩, ?_, ?_, ?_⟩
  · refine (((hp 2 x).const_mul Complex.I).const_add 1).hasDerivWithinAt.congr_deriv ?_
    simp only [dφ]
    push_cast
    ring
  · refine ((hp 1 x).const_mul (3 * Complex.I)).hasDerivWithinAt.congr_deriv ?_
    rw [hint]
    push_cast
    ring
  all_goals norm_num [flux, φ, dφ]

end NonlocalFlux
```

```lean
#print axioms NonlocalFlux.flux_conserved
-- 'NonlocalFlux.flux_conserved' depends on axioms: [propext, Classical.choice, Quot.sound]
#print axioms NonlocalFlux.flux_conserved_real_symmetric
-- 'NonlocalFlux.flux_conserved_real_symmetric' depends on axioms: [propext, Classical.choice, Quot.sound]
```
